# Yang's bound for the uniform pair operator on M orbitals

Take two orbitals and one pair of electrons with opposite spins. Let $b$ remove a pair from whichever orbital holds it. If the pair sits on one orbital, $b$ gives the vacuum, with squared norm 1. If it is in the superposition $(|1\rangle+|2\rangle)/\sqrt2$ of the two positions, the amplitudes add to $\sqrt2$ and the squared norm is 2. How large can this enhancement become with more pairs, when the Pauli principle blocks occupied orbitals?

Let $a_{p\sigma}$ annihilate and $c_{p\sigma}=a_{p\sigma}^\dagger$ create a fermion in orbital $p$ with spin $\sigma$, for $M$ orbitals. Put $b=\sum_p a_{p\downarrow}a_{p\uparrow}$, $n_k=c_ka_k$ for a mode $k=(p,\sigma)$, and $N=\sum_k n_k$. Every unit vector $v$ with $Nv=2mv$, $m$ a natural number, satisfies

$$\|bv\|^2\le m(M-m+1).$$

If there is a vacuum, equality is attained for every $m\le M$.

Yang's bound in its general form maximises over all normalised pair wavefunctions; here the wavefunction is fixed, with amplitude 1 on each orbital, so its squared norm is $M$ instead of 1. For the pairing Hamiltonian $-G\,b^\dagger b$ with $G>0$, a model of $M$ degenerate levels, the bound limits the energy of $2m$ particles from below by $-Gm(M-m+1)$.

## Commutators, Cauchy–Schwarz and induction

The adjoint is $b^\dagger=\sum_p c_{p\uparrow}c_{p\downarrow}$. Pair operators on different orbitals commute. On one orbital,

$$a_\downarrow a_\uparrow c_\uparrow c_\downarrow=(1-n_\uparrow)(1-n_\downarrow),\qquad c_\uparrow c_\downarrow a_\downarrow a_\uparrow=n_\uparrow n_\downarrow .$$

Subtracting and summing over orbitals gives $[b,b^\dagger]=M-N$. Also $n_la_k=a_kn_l-\delta_{kl}a_k$, so $Na_k=a_kN-a_k$ and $Nb=bN-2b$.

From $a_kc_k+c_ka_k=1$ follows $\|a_kv\|^2+\|c_kv\|^2=\|v\|^2$. Hence, for $Nv=2mv$, $2m\|v\|^2=\sum_k\|a_kv\|^2\le2M\|v\|^2$, and $m\le M$ if $v\ne0$.

Now prove $\|bv\|^2\le m(M-m+1)\|v\|^2$ by induction. At $m=0$ the sum $\sum_k\|a_kv\|^2$ vanishes, so $bv=0$. For the step, let $v\neq0$ hold $2(m+1)$ particles; then $w=bv$ satisfies $Nw=2mw$, and

$$\|b^\dagger w\|^2=\langle w,bb^\dagger w\rangle=\|bw\|^2+(M-2m)\|w\|^2\le(m+1)(M-m)\|w\|^2,$$

because $m(M-m+1)+M-2m=(m+1)(M-m)$. Cauchy–Schwarz gives $\|w\|^2=\langle v,b^\dagger w\rangle\le\|v\|\,\|b^\dagger w\|$. Square this and divide by $\|w\|^2$. If $w=0$, the claim holds because $m+1\le M$ makes the right side non-negative.

For equality, let $\Omega\ne0$ be a vacuum and $\psi_m=(b^\dagger)^m\Omega$. Taking adjoints in $Nb=bN-2b$ gives $Nb^\dagger=b^\dagger N+2b^\dagger$, so $N\psi_m=2m\psi_m$. With this, the commutator gives by induction on $m$ that $b\psi_{m+1}=(m+1)(M-m)\psi_m$. Therefore $\|\psi_{m+1}\|^2=(m+1)(M-m)\|\psi_m\|^2$, so $\psi_m\neq0$ up to $m=M$, and $\|b\psi_m\|^2/\|\psi_m\|^2=m(M-m+1)$.

In the limiting case $m=M$ all orbitals are full and the bound is $M$. This is the sum of $M$ orthogonal contributions, with no enhancement left.

## Fermions as linear maps in Lean

The finite type `ι` labels the orbitals, so $M$ is `Fintype.card ι`. The letter `H` denotes the state space, not a Hamiltonian; it is any complex inner product space.

```lean
import Mathlib

open Finset

namespace YangPairingBound

noncomputable section

variable {ι : Type*} [Fintype ι] [DecidableEq ι]
variable {H : Type*} [NormedAddCommGroup H] [InnerProductSpace ℂ H]
```

The letter `c` is a creator here, although many texts use it for annihilators. The relations and the adjointness are assumptions about `a` and `c`. Describing a real system by finitely many orbitals is a truncation that these hypotheses don't justify.

```lean
/-- Fermionic operators: `a k` annihilates and `c k` creates a particle in the mode
`k = (orbital, spin)`, with spin `true` for up and `false` for down. They are mutually adjoint
and obey the canonical anticommutation relations. -/
structure IsFermionic (a c : ι × Bool → Module.End ℂ H) : Prop where
  anti : ∀ k l, a k * a l + a l * a k = 0
  car : ∀ k l, a k * c l + c l * a k = if k = l then 1 else 0
  adj : ∀ k x y, inner ℂ (a k x) y = inner ℂ x (c k y)
```

Products of operators are compositions, so the rightmost factor acts first.

```lean
/-- The pair annihilator `b = ∑ₚ a_{p↓} a_{p↑}`. -/
def pairLower (a : ι × Bool → Module.End ℂ H) : Module.End ℂ H :=
  ∑ p, a (p, false) * a (p, true)

/-- The pair creator `∑ₚ c_{p↑} c_{p↓}`. -/
def pairRaise (c : ι × Bool → Module.End ℂ H) : Module.End ℂ H :=
  ∑ p, c (p, true) * c (p, false)

/-- The particle number `N`, summed over all orbitals and both spins. -/
def number (a c : ι × Bool → Module.End ℂ H) : Module.End ℂ H := ∑ k, c k * a k
```

## Adjoints and commutators

Two lemmas on inner products come first, then $b^\dagger$ is identified.

```lean
variable {a c : ι × Bool → Module.End ℂ H}

/-- The inner product of a state with itself is its squared norm. -/
theorem inner_self_ofReal (x : H) : inner ℂ x x = ((‖x‖ ^ 2 : ℝ) : ℂ) :=
  (inner_self_eq_norm_sq_to_K x).trans (Complex.ofReal_pow _ _).symm

/-- If `B` is the adjoint of `A`, then `A` is the adjoint of `B`. -/
theorem adjoint_flip {A B : Module.End ℂ H}
    (h : ∀ x y, inner ℂ (A x) y = inner ℂ x (B y)) (x y : H) :
    inner ℂ (B x) y = inner ℂ x (A y) := by
  rw [← inner_conj_symm, ← h, inner_conj_symm]

/-- For fermionic operators the pair creator is the adjoint of the pair annihilator. -/
theorem pair_adjoint (h : IsFermionic a c) (x y : H) :
    inner ℂ (pairLower a x) y = inner ℂ x (pairRaise c y) := by
  simp only [pairLower, pairRaise, LinearMap.sum_apply, sum_inner, inner_sum,
    Module.End.mul_apply, h.adj]
```

In the commutator, `key` treats a pair of orbitals $p,q$. The anticommutators `h1` to `h4` are multiplied by the operators standing around them, and `noncomm_ring` checks the resulting identity. The double sum then collapses to $p=q$.

```lean
/-- For fermionic operators on `M` orbitals, the commutator of the pair annihilator with the
pair creator is `M - N`. -/
theorem pair_commutator (h : IsFermionic a c) :
    pairLower a * pairRaise c - pairRaise c * pairLower a
      = (Fintype.card ι : ℂ) • (1 : Module.End ℂ H) - number a c := by
  -- pairs on different orbitals commute
  have key : ∀ p q, a (p, false) * a (p, true) * (c (q, true) * c (q, false))
      - c (q, true) * c (q, false) * (a (p, false) * a (p, true))
      = if p = q then 1 - c (p, true) * a (p, true) - c (p, false) * a (p, false) else 0 := by
    intro p q
    have h1 := h.car (p, true) (q, true)
    have h2 := h.car (p, false) (q, false)
    have h3 := h.car (p, false) (q, true)
    have h4 := h.car (p, true) (q, false)
    rw [if_neg (by simp)] at h3 h4
    by_cases hpq : p = q
    · subst hpq
      rw [if_pos rfl] at h1 h2 ⊢
      linear_combination (norm := noncomm_ring) a (p, false) * h1 * c (p, false)
        - a (p, false) * c (p, true) * h4 + h3 * (c (p, false) * a (p, true))
        - c (p, true) * h2 * a (p, true) + h2
    · rw [if_neg (by simp [hpq])] at h1 h2
      rw [if_neg hpq]
      linear_combination (norm := noncomm_ring) a (p, false) * h1 * c (q, false)
        - a (p, false) * c (q, true) * h4 + h3 * (c (q, false) * a (p, true))
        - c (q, true) * h2 * a (p, true)
  have e : pairLower a * pairRaise c - pairRaise c * pairLower a
      = ∑ p, ∑ q, (a (p, false) * a (p, true) * (c (q, true) * c (q, false))
        - c (q, true) * c (q, false) * (a (p, false) * a (p, true))) := by
    simp only [pairLower, pairRaise, sum_mul_sum, sum_sub_distrib]
    congr 1
    exact sum_comm
  rw [e]
  simp only [key, sum_ite_eq, mem_univ, if_true, number, Fintype.sum_prod_type,
    Fintype.sum_bool, sum_sub_distrib, sum_add_distrib, sum_const, card_univ]
  rw [Nat.cast_smul_eq_nsmul ℂ, sub_sub]
```

Here `hk` is $Na_k=a_kN-a_k$, applied once to each factor of a pair.

```lean
/-- For fermionic operators, the pair annihilator lowers the particle number by two. -/
theorem number_pair (h : IsFermionic a c) :
    number a c * pairLower a = pairLower a * number a c - 2 • pairLower a := by
  have hk : ∀ k, number a c * a k = a k * number a c - a k := by
    intro k
    have e : ∀ l, c l * a l * a k = a k * (c l * a l) - if k = l then a k else 0 := by
      intro l
      have h1 := h.anti l k
      have h2 := h.car k l
      by_cases hkl : k = l
      · subst hkl
        rw [if_pos rfl] at h2 ⊢
        linear_combination (norm := noncomm_ring) c k * h1 - h2 * a k
      · rw [if_neg hkl] at h2 ⊢
        linear_combination (norm := noncomm_ring) c l * h1 - h2 * a l
    simp only [number, sum_mul, mul_sum, e, sum_sub_distrib, sum_ite_eq, mem_univ, if_true]
  rw [pairLower, mul_sum, sum_mul, smul_sum, ← sum_sub_distrib]
  refine sum_congr rfl fun p _ => ?_
  linear_combination (norm := noncomm_ring)
    hk (p, false) * a (p, true) + a (p, false) * hk (p, true)
```

## The Pauli limit and the bound

```lean
/-- For fermionic operators, `⟨v, N v⟩` is the sum of `‖a_k v‖²` over all modes. -/
theorem number_expectation (h : IsFermionic a c) (v : H) :
    inner ℂ v (number a c v) = ((∑ k, ‖a k v‖ ^ 2 : ℝ) : ℂ) := by
  rw [number, LinearMap.sum_apply, inner_sum, Complex.ofReal_sum]
  refine sum_congr rfl fun k _ => ?_
  rw [Module.End.mul_apply, ← h.adj, inner_self_ofReal]
```

The inequality `pauli` is $\|a_kv\|\le\|v\|$ in squared form; summing it over the $2M$ modes gives $m\le M$.

```lean
/-- Pauli principle: a nonzero state of `2m` fermions on `M` orbitals with two spins has
`m ≤ M`. -/
theorem pairs_le_orbitals (h : IsFermionic a c) {m : ℕ} {v : H} (hv0 : v ≠ 0)
    (hv : number a c v = (2 * (m : ℂ)) • v) : m ≤ Fintype.card ι := by
  have pauli : ∀ k, ‖a k v‖ ^ 2 ≤ ‖v‖ ^ 2 := by
    intro k
    have e : a k (c k v) + c k (a k v) = v := by
      simpa using LinearMap.congr_fun (h.car k k) v
    have e2 : inner ℂ v (a k (c k v)) + inner ℂ v (c k (a k v)) = inner ℂ v v := by
      rw [← inner_add_right, e]
    rw [← adjoint_flip (h.adj k) v (c k v), ← h.adj k v (a k v), inner_self_ofReal,
      inner_self_ofReal, inner_self_ofReal] at e2
    have e3 : ‖c k v‖ ^ 2 + ‖a k v‖ ^ 2 = ‖v‖ ^ 2 := by exact_mod_cast e2
    linarith [sq_nonneg ‖c k v‖]
  have e := number_expectation h v
  rw [hv, inner_smul_right, inner_self_ofReal] at e
  have e' : 2 * (m : ℝ) * ‖v‖ ^ 2 = ∑ k, ‖a k v‖ ^ 2 := by exact_mod_cast e
  have s : ∑ k, ‖a k v‖ ^ 2 ≤ ∑ _k : ι × Bool, ‖v‖ ^ 2 := sum_le_sum fun k _ => pauli k
  simp only [sum_const, card_univ, Fintype.card_prod, Fintype.card_bool, nsmul_eq_mul,
    Nat.cast_mul, Nat.cast_ofNat] at s
  have t : (m : ℝ) * ‖v‖ ^ 2 ≤ (Fintype.card ι : ℝ) * ‖v‖ ^ 2 := by linarith
  exact_mod_cast le_of_mul_le_mul_right t (pow_pos (norm_pos_iff.mpr hv0) 2)
```

The theorem is stated for unit vectors, but `gen` proves the version with $\|v\|^2$, since $w=bv$ is generally not normalised. In the induction step, `cs` is Cauchy–Schwarz, `hNw` counts the particles in $w$, and `hr'` bounds $\|b^\dagger w\|^2$.

```lean
/-- Yang bound: for fermions on `M` orbitals with two spins, every unit vector `v` with
`N v = 2m v` satisfies `‖b v‖² ≤ m (M - m + 1)`. -/
theorem yang_bound (h : IsFermionic a c) (m : ℕ) (v : H) (hnorm : ‖v‖ = 1)
    (hv : number a c v = (2 * (m : ℂ)) • v) :
    ‖pairLower a v‖ ^ 2 ≤ (m : ℝ) * ((Fintype.card ι : ℝ) - m + 1) := by
  have gen : ∀ m : ℕ, ∀ v : H, number a c v = (2 * (m : ℂ)) • v →
      ‖pairLower a v‖ ^ 2 ≤ (m : ℝ) * ((Fintype.card ι : ℝ) - m + 1) * ‖v‖ ^ 2 := by
    intro m
    induction m with
    | zero =>
      -- without particles every annihilator gives zero
      intro v hv
      have e := number_expectation h v
      rw [hv] at e
      have e' : ∑ k, ‖a k v‖ ^ 2 = 0 := by
        rw [← Complex.ofReal_inj, ← e]
        simp
      have ha : ∀ k, a k v = 0 := fun k => by
        have := (sum_eq_zero_iff_of_nonneg (fun k _ => sq_nonneg ‖a k v‖)).mp e' k (mem_univ k)
        simpa using this
      simp [pairLower, LinearMap.sum_apply, ha]
    | succ m ih =>
      intro v hv
      by_cases hv0 : v = 0
      · simp [hv0]
      have hM : (m : ℝ) + 1 ≤ Fintype.card ι := by exact_mod_cast pairs_le_orbitals h hv0 hv
      have nb := LinearMap.congr_fun (number_pair h) v
      simp only [Module.End.mul_apply, LinearMap.sub_apply, LinearMap.smul_apply] at nb
      rw [hv, map_smul] at nb
      have cs := norm_inner_le_norm (𝕜 := ℂ) v (pairRaise c (pairLower a v))
      rw [← pair_adjoint h, inner_self_ofReal, Complex.norm_real,
        Real.norm_of_nonneg (by positivity)] at cs
      obtain ⟨w, hw⟩ : ∃ w, w = pairLower a v := ⟨_, rfl⟩
      rw [← hw] at nb cs ⊢
      have hNw : number a c w = (2 * (m : ℂ)) • w := by
        rw [nb]
        push_cast
        module
      -- the commutator gives `‖b† w‖² = ‖b w‖² + (M - 2m) ‖w‖²`
      have cm := LinearMap.congr_fun (pair_commutator h) w
      simp only [Module.End.mul_apply, LinearMap.sub_apply, LinearMap.smul_apply,
        Module.End.one_apply] at cm
      rw [hNw] at cm
      have e : pairLower a (pairRaise c w) = pairRaise c (pairLower a w)
          + ((Fintype.card ι : ℂ) - 2 * m) • w := by
        linear_combination (norm := module) cm
      have hc : ((‖pairRaise c w‖ ^ 2 : ℝ) : ℂ) = ((‖pairLower a w‖ ^ 2
          + ((Fintype.card ι : ℝ) - 2 * m) * ‖w‖ ^ 2 : ℝ) : ℂ) := by
        rw [← inner_self_ofReal, adjoint_flip (pair_adjoint h), e, inner_add_right,
          ← pair_adjoint h, inner_smul_right, inner_self_ofReal, inner_self_ofReal]
        simp
      have hr := Complex.ofReal_injective hc
      have hr' : ‖pairRaise c w‖ ^ 2
          ≤ ((m : ℝ) + 1) * ((Fintype.card ι : ℝ) - (m + 1) + 1) * ‖w‖ ^ 2 := by
        linarith [ih w hNw]
      push_cast
      by_cases hw0 : w = 0
      · rw [hw0, norm_zero]
        have : 0 ≤ ((m : ℝ) + 1) * ((Fintype.card ι : ℝ) - (m + 1) + 1) :=
          mul_nonneg (by positivity) (by linarith)
        simpa using mul_nonneg this (sq_nonneg ‖v‖)
      · refine le_of_mul_le_mul_right ?_ (pow_pos (norm_pos_iff.mpr hw0) 2)
        have s := mul_self_le_mul_self (by positivity) cs
        have t := mul_le_mul_of_nonneg_left hr' (sq_nonneg ‖v‖)
        linarith
  simpa [hnorm] using gen m v hv
```

## The condensate reaches the bound

The vacuum is a hypothesis: a nonzero `Ω` killed by every annihilator. The condensate is left unnormalised, so its squared norm appears on the right. `hNr` obtains the two added particles by taking adjoints, `hb` is the formula for $b\psi_{m+1}$, and `hn` gives the ratio of norms.

```lean
/-- Sharpness: for fermions on `M` orbitals and a nonzero vacuum `Ω`, the condensate of `m ≤ M`
pairs `(b†)^m Ω` is nonzero, holds `2m` particles and attains the Yang bound. -/
theorem condensate_attains (h : IsFermionic a c) {Ω : H} (hΩ : Ω ≠ 0) (hvac : ∀ k, a k Ω = 0)
    (m : ℕ) (hm : m ≤ Fintype.card ι) :
    (pairRaise c ^ m) Ω ≠ 0 ∧
    number a c ((pairRaise c ^ m) Ω) = (2 * (m : ℂ)) • (pairRaise c ^ m) Ω ∧
    ‖pairLower a ((pairRaise c ^ m) Ω)‖ ^ 2
      = (m : ℝ) * ((Fintype.card ι : ℝ) - m + 1) * ‖(pairRaise c ^ m) Ω‖ ^ 2 := by
  have hp : ∀ m : ℕ, (pairRaise c ^ (m + 1)) Ω = pairRaise c ((pairRaise c ^ m) Ω) :=
    fun m => by rw [pow_succ', Module.End.mul_apply]
  have hbΩ : pairLower a Ω = 0 := by simp [pairLower, LinearMap.sum_apply, hvac]
  have hNΩ : number a c Ω = 0 := by simp [number, LinearMap.sum_apply, hvac]
  have hs : ∀ x y, inner ℂ (number a c x) y = inner ℂ x (number a c y) := by
    intro x y
    simp only [number, LinearMap.sum_apply, sum_inner, inner_sum, Module.End.mul_apply]
    exact sum_congr rfl fun k _ => by rw [adjoint_flip (h.adj k), h.adj]
  -- the pair creator adds two particles
  have hNr : ∀ y, number a c (pairRaise c y)
      = pairRaise c (number a c y) + (pairRaise c y + pairRaise c y) := by
    intro y
    refine ext_inner_left ℂ fun x => ?_
    have nb := LinearMap.congr_fun (number_pair h) x
    simp only [Module.End.mul_apply, LinearMap.sub_apply, LinearMap.smul_apply] at nb
    have e : pairLower a (number a c x)
        = number a c (pairLower a x) + (pairLower a x + pairLower a x) := by
      rw [nb]
      module
    rw [← hs, ← pair_adjoint h, e, inner_add_left, inner_add_left, hs, pair_adjoint h,
      pair_adjoint h, inner_add_right, inner_add_right]
  have hN : ∀ m : ℕ, number a c ((pairRaise c ^ m) Ω)
      = (2 * (m : ℂ)) • (pairRaise c ^ m) Ω := by
    intro m
    induction m with
    | zero => simp [hNΩ]
    | succ m ih =>
      rw [hp, hNr, ih, map_smul]
      push_cast
      module
  have hc : ∀ y, pairLower a (pairRaise c y) = pairRaise c (pairLower a y)
      + (Fintype.card ι : ℂ) • y - number a c y := by
    intro y
    have cm := LinearMap.congr_fun (pair_commutator h) y
    simp only [Module.End.mul_apply, LinearMap.sub_apply, LinearMap.smul_apply,
      Module.End.one_apply] at cm
    linear_combination (norm := module) cm
  -- removing a pair from the condensate gives a multiple of the smaller condensate
  have hb : ∀ m : ℕ, pairLower a (pairRaise c ((pairRaise c ^ m) Ω))
      = (((m : ℂ) + 1) * ((Fintype.card ι : ℂ) - m)) • (pairRaise c ^ m) Ω := by
    intro m
    induction m with
    | zero => simp [hc, hbΩ, hNΩ]
    | succ m ih =>
      rw [hc, hN (m + 1), hp m, ih, map_smul]
      push_cast
      module
  have hn : ∀ m : ℕ, ‖pairRaise c ((pairRaise c ^ m) Ω)‖ ^ 2
      = ((m : ℝ) + 1) * ((Fintype.card ι : ℝ) - m) * ‖(pairRaise c ^ m) Ω‖ ^ 2 := by
    intro m
    apply Complex.ofReal_injective
    rw [← inner_self_ofReal, adjoint_flip (pair_adjoint h), hb m, inner_smul_right,
      inner_self_ofReal]
    simp
  refine ⟨?_, hN m, ?_⟩
  · induction m with
    | zero => simpa using hΩ
    | succ m ih =>
      intro h0
      have e := hn m
      rw [← hp, h0, norm_zero] at e
      have p1 := norm_pos_iff.mpr (ih (by omega))
      have p2 : (0 : ℝ) < (Fintype.card ι : ℝ) - m := sub_pos.mpr (by exact_mod_cast hm)
      have p3 := mul_pos (mul_pos (by positivity : (0 : ℝ) < (m : ℝ) + 1) p2) (pow_pos p1 2)
      linarith
  · cases m with
    | zero => simp [hbΩ]
    | succ m =>
      have e : ‖((m : ℂ) + 1) * ((Fintype.card ι : ℂ) - m)‖ ^ 2
          = (((m : ℝ) + 1) * ((Fintype.card ι : ℝ) - m)) ^ 2 := by
        rw [show ((m : ℂ) + 1) * ((Fintype.card ι : ℂ) - m)
          = ((((m : ℝ) + 1) * ((Fintype.card ι : ℝ) - m) : ℝ) : ℂ) by simp,
          Complex.norm_real, Real.norm_eq_abs, sq_abs]
      rw [hp, hb, norm_smul, mul_pow, e, hn]
      push_cast
      ring
```

## One orbital, written out

For $M=1$ the space has four basis states. The minus sign in the spin-down operators makes them anticommute with the spin-up ones.

```lean
/-- Annihilators of one orbital in the basis empty, up, down, doubly occupied. -/
def siteLower : Unit × Bool → Module.End ℂ (EuclideanSpace ℂ (Fin 4))
  | (_, true) =>
    { toFun := fun x => !₂[x 1, 0, x 3, 0]
      map_add' := by intro x y; ext i; fin_cases i <;> simp
      map_smul' := by intro r x; ext i; fin_cases i <;> simp }
  | (_, false) =>
    { toFun := fun x => !₂[x 2, -x 3, 0, 0]
      map_add' := by intro x y; ext i; fin_cases i <;> simp [add_comm]
      map_smul' := by intro r x; ext i; fin_cases i <;> simp }

/-- Creators of one orbital in the basis empty, up, down, doubly occupied. -/
def siteRaise : Unit × Bool → Module.End ℂ (EuclideanSpace ℂ (Fin 4))
  | (_, true) =>
    { toFun := fun x => !₂[0, x 0, 0, x 2]
      map_add' := by intro x y; ext i; fin_cases i <;> simp
      map_smul' := by intro r x; ext i; fin_cases i <;> simp }
  | (_, false) =>
    { toFun := fun x => !₂[0, 0, x 0, -x 1]
      map_add' := by intro x y; ext i; fin_cases i <;> simp [add_comm]
      map_smul' := by intro r x; ext i; fin_cases i <;> simp }
```

Checking each component shows that these matrices satisfy `IsFermionic`, so its conditions are consistent for one orbital. Here $b$ takes the doubly occupied state to the empty one, in agreement with the bound $1$ at $m=M=1$.

```lean
/-- The explicit operators of one orbital with two spins are fermionic. -/
theorem isFermionic_witness : IsFermionic siteLower siteRaise where
  anti := by
    rintro ⟨_, s⟩ ⟨_, t⟩
    refine LinearMap.ext fun x => ?_
    ext i
    cases s <;> cases t <;> fin_cases i <;> simp [siteLower]
  car := by
    rintro ⟨_, s⟩ ⟨_, t⟩
    refine LinearMap.ext fun x => ?_
    ext i
    cases s <;> cases t <;> fin_cases i <;> simp [siteLower, siteRaise]
  adj := by
    rintro ⟨_, s⟩ x y
    cases s <;> simp [siteLower, siteRaise, PiLp.inner_apply, Fin.sum_univ_four]

end

end YangPairingBound
```

```lean
#print axioms YangPairingBound.yang_bound
#print axioms YangPairingBound.condensate_attains
```

```
'YangPairingBound.yang_bound' depends on axioms: [propext, Classical.choice, Quot.sound]
'YangPairingBound.condensate_attains' depends on axioms: [propext, Classical.choice, Quot.sound]
```
